# The free energy of a finite spectrum is nonincreasing and concave in temperature, with slope minus the entropy

## A few levels in a heat bath

A system with finitely many energy levels, such as a spin in a magnetic field, sits in contact with a heat bath. As the bath is warmed, the mean energy $U$ rises (unless all states have the same energy), and this pushes the free energy $F=U-TS$ up. The entropy term pulls it down. Which of the two wins, and how does the slope of $F$ change along the way?

Let $E_i$ be the energy of state $i$, where $i$ runs over a finite nonempty set. Temperature is measured in energy units, so $k_B=1$. With inverse temperature $b$, define

$$Z(b)=\sum_i e^{-bE_i},\qquad w_i(T)=\frac{e^{-E_i/T}}{Z(1/T)},\qquad F(T)=-T\ln Z(1/T).$$

For any probability distribution $p$ over the states, the mean energy and the entropy are

$$U(p)=\sum_i p_iE_i,\qquad S(p)=-\sum_i p_i\ln p_i,$$

where a state with $p_i=0$ contributes nothing to $S$. Write $S(T)$ for $S(w(T))$. The entropy is thus defined from the probabilities, and its relation to the slope of $F$ has to be derived.

## Slope, monotonicity and concavity for $T>0$

The main theorem, `freeEnergy_antitone_concave`, makes three claims about every finite nonempty spectrum:

- at each $T>0$ the function $F$ is differentiable, with $F'(T)=-S(T)$;
- if $0<T\le T'$, then $F(T')\le F(T)$;
- $F$ is concave on the half-line $T>0$.

In Lean the spectrum is a function `E : ι → ℝ` on a finite nonempty type `ι`. The elements of `ι` label states, so a degenerate level appears as several labels with the same energy. The functions `partitionFn`, `weight`, `meanEnergy`, `entropy` and `freeEnergy` are $Z$, $w$, $U$, $S$ and $F$. `HasDerivAt` expresses the first claim, `AntitoneOn` the second and `ConcaveOn ℝ` the third; `Ioi 0` is the set of positive temperatures.

Neither monotonicity nor concavity is claimed to be strict. A single state has $F(T)=E_1$ at all temperatures, and $n$ states of common energy $\varepsilon$ have $F(T)=\varepsilon-T\ln n$, a straight line.

The energies are fixed numbers. Effective levels that shift with temperature are not covered: a single level $E_1(T)=T^2$ would give $F(T)=T^2$, which increases and is convex. Infinite spectra and the thermodynamic limit are not covered either.

For a finite Hamiltonian with temperature-independent levels, the result gives a consistency check on computed free energies: values at three temperatures must respect concavity, up to numerical error.

## From $\ln x\le x-1$ to tangent lines

**The free energy as $U-TS$.** The Gibbs weights are positive and sum to one. Their logarithm is $\ln w_i(T)=-E_i/T-\ln Z(1/T)$. Multiply by $Tp_i$ and sum, using $\sum_i p_i=1$:

$$T\sum_i p_i\ln w_i(T)=F(T)-U(p).$$

For $p=w(T)$ the left side is $-T\,S(T)$, so $F(T)=U(w(T))-T\,S(T)$.

**The variational bound.** Let $T>0$. For $p_i>0$, insert $x=w_i/p_i$ into $\ln x\le x-1$ and multiply by $p_i$:

$$p_i\ln w_i-p_i\ln p_i\le w_i-p_i.$$

For $p_i=0$ this reads $0\le w_i$, which is true. Summing over $i$ makes the right side $1-1=0$. Multiplying by $T>0$ and using the first identity gives $F(T)-U(p)+T\,S(p)\le 0$, that is,

$$F(T)\le U(p)-T\,S(p).$$

This is the Gibbs variational principle for probabilities assigned to energy eigenstates, or equivalently for density matrices diagonal in a fixed energy eigenbasis. Trial density matrices with coherences between those states would need a further argument.

**The tangent bound.** Let $T,T'>0$, and use the equilibrium weights at $T$ as trial weights at $T'$:

$$F(T')\le U(w(T))-T'S(T)=F(T)-(T'-T)\,S(T).$$

So $F$ lies on or below the line through $(T,F(T))$ with slope $-S(T)$.

**The derivative.** Since $\frac{d}{dT}(-1/T)=1/T^2$,

$$\frac{d}{dT}Z(1/T)=\sum_i e^{-E_i/T}\frac{E_i}{T^2}=\frac{Z(1/T)\,U(w(T))}{T^2}.$$

The product rule then gives

$$F'(T)=-\ln Z(1/T)-T\cdot\frac{U(w(T))}{T^2}=\frac{F(T)-U(w(T))}{T}=-S(T).$$

**Monotonicity.** Each weight satisfies $0<w_i\le1$, so $-w_i\ln w_i\ge0$ and $S(T)\ge0$. For $T\le T'$ the tangent bound gives $F(T')\le F(T)$.

**Concavity.** Take $x,y>0$ and $a,b\ge0$ with $a+b=1$ (here $b$ is a mixing weight), and set $m=ax+by$. Add $a$ times the tangent bound from $m$ to $x$ and $b$ times the one from $m$ to $y$:

$$aF(x)+bF(y)\le F(m)-(ax+by-m)\,S(m)=F(m).$$

**Entropy.** For $0<T<T'$, the tangent bounds in the two directions are

$$F(T')\le F(T)-(T'-T)S(T),\qquad F(T)\le F(T')+(T'-T)S(T').$$

Their sum is $0\le(T'-T)\,(S(T')-S(T))$, so the entropy does not decrease with temperature.

## Two levels at $0$ and $\ln 2$

Take energies $0$ and $\ln2$. At $T=1$ the partition function is $1+\tfrac12=\tfrac32$ and the weights are $\tfrac23,\tfrac13$. Hence $F(1)=-\ln\tfrac32\approx-0.4055$ and $S(1)=\ln3-\tfrac23\ln2\approx0.6365$.

At $T=\tfrac12$ the partition function is $1+\tfrac14=\tfrac54$ and the weights are $\tfrac45,\tfrac15$. Hence $F(\tfrac12)=-\tfrac12\ln\tfrac54\approx-0.1116$ and $S(\tfrac12)\approx0.5004$.

The tangent at $T=1$, evaluated at $T=\tfrac12$, has the value $-0.4055+\tfrac12\cdot0.6365\approx-0.0872$. The free energy there is lower, as it should be. Between $\tfrac12$ and $1$ the free energy falls and the entropy rises.

## Concavity fails at negative temperature

The same two levels show what the condition $T>0$ does. The formula for $F$ still makes sense at $T<0$, where the upper level is the more populated one. It gives

$$F(-1)=\ln3\approx1.0986,\quad F(-2)=2\ln(1+\sqrt2)\approx1.7627,\quad F(-3)=3\ln(1+2^{1/3})\approx2.4460.$$

The average of the outer two values is about $1.7723$, which exceeds the value at the midpoint, so $F$ is not concave there. The derivation breaks where the variational inequality is multiplied by $T$: a negative factor reverses it.

## The Lean file

```lean
import Mathlib

open Real Set

namespace FreeEnergyTemperature

noncomputable section

variable {ι : Type*} [Fintype ι]

/-- The partition function `Z(b) = ∑ exp(-b E_i)` at inverse temperature `b`. -/
def partitionFn (E : ι → ℝ) (b : ℝ) : ℝ := ∑ i, exp (-b * E i)

/-- The Gibbs weight `exp(-E_i/T) / Z(1/T)` of state `i` at temperature `T ≠ 0`, for a nonempty
spectrum. -/
def weight (E : ι → ℝ) (T : ℝ) (i : ι) : ℝ :=
  exp (-(1 / T) * E i) / partitionFn E (1 / T)

/-- The mean energy `∑ p_i E_i` in the distribution `p`. -/
def meanEnergy (E p : ι → ℝ) : ℝ := ∑ i, p i * E i

/-- The entropy `-∑ p_i ln p_i` of a distribution `p` with nonnegative weights, where a state with
`p_i = 0` contributes zero. -/
def entropy (p : ι → ℝ) : ℝ := -∑ i, p i * log (p i)

/-- The free energy `F(T) = -T ln Z(1/T)` at temperature `T ≠ 0`,
for a nonempty spectrum. -/
def freeEnergy (E : ι → ℝ) (T : ℝ) : ℝ := -T * log (partitionFn E (1 / T))

variable [Nonempty ι]

/-- The partition function of a finite nonempty spectrum is positive. -/
theorem partitionFn_pos (E : ι → ℝ) (b : ℝ) : 0 < partitionFn E b :=
  Finset.sum_pos (fun _ _ => exp_pos _) Finset.univ_nonempty

/-- The Gibbs weights of a finite nonempty spectrum are positive and sum to one. -/
theorem weight_pos_and_sum (E : ι → ℝ) (T : ℝ) :
    (∀ i, 0 < weight E T i) ∧ ∑ i, weight E T i = 1 := by
  refine ⟨fun i => div_pos (exp_pos _) (partitionFn_pos E _), ?_⟩
  unfold weight
  rw [← Finset.sum_div]
  exact div_self (partitionFn_pos E (1 / T)).ne'

/-- For `T ≠ 0` and any `p` summing to one, `T` times the `p`-average of the logarithm
of the Gibbs weights is the free energy minus the mean energy in `p`. -/
theorem average_log_weight (E : ι → ℝ) {T : ℝ} (hT : T ≠ 0) (p : ι → ℝ)
    (hp : ∑ i, p i = 1) :
    T * ∑ i, p i * log (weight E T i) = freeEnergy E T - meanEnergy E p := by
  have hc : T * (1 / T) = 1 := by field_simp
  have h : ∀ i, T * (p i * log (weight E T i))
      = p i * freeEnergy E T - p i * E i := by
    intro i
    rw [weight, log_div (exp_pos _).ne' (partitionFn_pos E _).ne', log_exp, freeEnergy]
    linear_combination (-(p i * E i)) * hc
  rw [Finset.mul_sum, Finset.sum_congr rfl (fun i _ => h i), Finset.sum_sub_distrib,
    ← Finset.sum_mul, hp, one_mul, meanEnergy]

/-- At temperature `T ≠ 0` the free energy is `F = U - T S`, with the mean energy and
the entropy taken in the Gibbs distribution. -/
theorem freeEnergy_eq (E : ι → ℝ) {T : ℝ} (hT : T ≠ 0) :
    freeEnergy E T = meanEnergy E (weight E T) - T * entropy (weight E T) := by
  have h := average_log_weight E hT (weight E T) (weight_pos_and_sum E T).2
  unfold entropy
  linear_combination -h

/-- Gibbs variational principle: at `T > 0`, every probability distribution `p` has
`U(p) - T S(p)` at least equal to the free energy. -/
theorem gibbs_variational (E : ι → ℝ) {T : ℝ} (hT : 0 < T) (p : ι → ℝ)
    (hp : ∀ i, 0 ≤ p i) (hsum : ∑ i, p i = 1) :
    freeEnergy E T ≤ meanEnergy E p - T * entropy p := by
  obtain ⟨hw, hw1⟩ := weight_pos_and_sum E T
  -- the inequality `ln x ≤ x - 1` at `x = w_i / p_i`, multiplied by `p_i`
  have key : ∀ i, p i * log (weight E T i) - p i * log (p i) ≤ weight E T i - p i := by
    intro i
    rcases (hp i).eq_or_lt with h0 | h0
    · rw [← h0]
      simpa using (hw i).le
    · have h1 := log_le_sub_one_of_pos (div_pos (hw i) h0)
      rw [log_div (hw i).ne' h0.ne'] at h1
      have h2 := mul_le_mul_of_nonneg_left h1 h0.le
      have h3 : p i * (weight E T i / p i) = weight E T i := by field_simp
      linarith
  have hs := Finset.sum_le_sum (fun i (_ : i ∈ Finset.univ) => key i)
  rw [Finset.sum_sub_distrib, Finset.sum_sub_distrib, hw1, hsum] at hs
  have hm := mul_le_mul_of_nonneg_left hs hT.le
  have hl := average_log_weight E hT.ne' p hsum
  unfold entropy
  linarith

/-- For positive temperatures `T` and `T'`, the free energy at `T'` lies on or below the
line through `(T, F(T))` with slope `-S(T)`. -/
theorem freeEnergy_le_tangent (E : ι → ℝ) {T T' : ℝ} (hT : 0 < T) (hT' : 0 < T') :
    freeEnergy E T' ≤ freeEnergy E T - (T' - T) * entropy (weight E T) := by
  obtain ⟨hw, hw1⟩ := weight_pos_and_sum E T
  -- the equilibrium weights at `T` serve as trial weights at `T'`
  have h := gibbs_variational E hT' (weight E T) (fun i => (hw i).le) hw1
  have h' := freeEnergy_eq E hT.ne'
  linarith

/-- At `T > 0` the derivative of the free energy with respect to temperature is minus
the Gibbs entropy. -/
theorem hasDerivAt_freeEnergy (E : ι → ℝ) {T : ℝ} (hT : 0 < T) :
    HasDerivAt (freeEnergy E) (-entropy (weight E T)) T := by
  have hZ := (partitionFn_pos E (1 / T)).ne'
  have hinv : HasDerivAt (fun t : ℝ => -(1 / t)) (1 / T ^ 2) T := by
    have h := (hasDerivAt_inv hT.ne').fun_neg
    simpa [one_div] using h
  have hs : HasDerivAt (fun t => partitionFn E (1 / t))
      (∑ i, exp (-(1 / T) * E i) * (1 / T ^ 2 * E i)) T := by
    unfold partitionFn
    exact HasDerivAt.fun_sum fun i _ => (hinv.mul_const (E i)).exp
  -- the derivative of `Z(1/T)` is `Z U / T²`
  have hD : ∑ i, exp (-(1 / T) * E i) * (1 / T ^ 2 * E i)
      = partitionFn E (1 / T) * meanEnergy E (weight E T) / T ^ 2 := by
    rw [meanEnergy, Finset.mul_sum, Finset.sum_div]
    refine Finset.sum_congr rfl fun i _ => ?_
    have hw : exp (-(1 / T) * E i) = weight E T i * partitionFn E (1 / T) :=
      (div_eq_iff hZ).mp rfl
    rw [hw]
    ring
  rw [hD] at hs
  have hF := (hasDerivAt_id' T).fun_neg.fun_mul (hs.log hZ)
  refine hF.congr_deriv ?_
  -- insert `F = U - T S`
  have hd := freeEnergy_eq E hT.ne'
  rw [freeEnergy] at hd
  have hU : T * (meanEnergy E (weight E T) / T) = meanEnergy E (weight E T) := by
    field_simp
  have h2 : T * (partitionFn E (1 / T) * meanEnergy E (weight E T) / T ^ 2
      / partitionFn E (1 / T)) = meanEnergy E (weight E T) / T := by
    rw [mul_div_assoc, mul_div_right_comm, div_self hZ]
    field_simp
  have h3 : log (partitionFn E (1 / T))
      = entropy (weight E T) - meanEnergy E (weight E T) / T := by
    apply mul_left_cancel₀ hT.ne'
    linear_combination hU - hd
  linear_combination -h3 - h2

/-- The entropy of the Gibbs distribution of a finite nonempty spectrum is nonnegative. -/
theorem entropy_nonneg (E : ι → ℝ) (T : ℝ) : 0 ≤ entropy (weight E T) := by
  obtain ⟨hw, hw1⟩ := weight_pos_and_sum E T
  refine neg_nonneg.mpr (Finset.sum_nonpos fun i _ => ?_)
  have h1 : weight E T i ≤ 1 := by
    rw [← hw1]
    exact Finset.single_le_sum (fun j _ => (hw j).le) (Finset.mem_univ i)
  have h2 := log_nonpos (hw i).le h1
  nlinarith [hw i]

/-- For a finite nonempty spectrum, the free energy on `T > 0` has derivative minus the
Gibbs entropy, is nonincreasing, and is a concave function of temperature. -/
theorem freeEnergy_antitone_concave (E : ι → ℝ) :
    (∀ T, 0 < T → HasDerivAt (freeEnergy E) (-entropy (weight E T)) T) ∧
      AntitoneOn (freeEnergy E) (Ioi 0) ∧ ConcaveOn ℝ (Ioi 0) (freeEnergy E) := by
  refine ⟨fun T hT => hasDerivAt_freeEnergy E hT, ?_, convex_Ioi 0, ?_⟩
  · intro T hT T' hT' h
    have h1 := freeEnergy_le_tangent E hT hT'
    have h2 := mul_nonneg (sub_nonneg.mpr h) (entropy_nonneg E T)
    linarith
  · intro x hx y hy a b ha hb hab
    have hm : 0 < a * x + b * y := convex_Ioi (0 : ℝ) hx hy ha hb hab
    simp only [smul_eq_mul]
    -- average the two bounds from the tangent at the intermediate temperature
    have h1 := mul_le_mul_of_nonneg_left (freeEnergy_le_tangent E hm hx) ha
    have h2 := mul_le_mul_of_nonneg_left (freeEnergy_le_tangent E hm hy) hb
    refine (add_le_add h1 h2).trans_eq ?_
    linear_combination (freeEnergy E (a * x + b * y)
      + (a * x + b * y) * entropy (weight E (a * x + b * y))) * hab

/-- On `T > 0` the Gibbs entropy is a nondecreasing function of temperature. -/
theorem entropy_monotone (E : ι → ℝ) :
    MonotoneOn (fun T => entropy (weight E T)) (Ioi 0) := by
  intro T hT T' hT' h
  rcases h.eq_or_lt with rfl | hlt
  · exact le_rfl
  · have h1 := freeEnergy_le_tangent E hT hT'
    have h2 := freeEnergy_le_tangent E hT' hT
    refine le_of_mul_le_mul_left ?_ (sub_pos.mpr hlt)
    linarith

end

end FreeEnergyTemperature
```

```lean
#print axioms FreeEnergyTemperature.freeEnergy_antitone_concave
#print axioms FreeEnergyTemperature.entropy_monotone
```

```
'FreeEnergyTemperature.freeEnergy_antitone_concave' depends on axioms: [propext, Classical.choice, Quot.sound]
'FreeEnergyTemperature.entropy_monotone' depends on axioms: [propext, Classical.choice, Quot.sound]
```

## How the lemmas carry the argument

`partitionFn_pos` says that a nonempty sum of exponentials is positive. This permits the division by $Z$ and the logarithm of $Z$, and `weight_pos_and_sum` follows from it.

`average_log_weight` is the identity $T\sum_i p_i\ln w_i=F-U(p)$. It asks only that `p` sums to one and that $T\ne0$. The proof establishes the identity term by term, expanding the logarithm of the quotient with `log_div` and `log_exp`, and then sums. Setting `p` equal to the Gibbs weights gives `freeEnergy_eq`, which is $F=U-TS$.

In `gibbs_variational`, the step `key` is the inequality for a single state. It splits into the cases $p_i=0$ and $p_i>0$, as in the derivation, and the second case uses `log_le_sub_one_of_pos`. The inequalities are then summed with `Finset.sum_le_sum` and multiplied by $T$, which is where positivity of the temperature enters.

`freeEnergy_le_tangent` inserts the weights at `T` into the variational bound at `T'`. After `freeEnergy_eq` is supplied, what remains is linear arithmetic, done by `linarith`.

`hasDerivAt_freeEnergy` follows the direct differentiation:

- `hinv` is the derivative of $-1/T$.
- `hs` differentiates the partition function as a finite sum.
- `hD` rewrites the result as $ZU/T^2$.
- `hF` applies the product rule to $-T\ln Z(1/T)$.

The remaining lines turn the derivative obtained this way into $-S$. The step `h3` is $F=U-TS$ solved for the logarithm, $\ln Z=S-U/T$, and the terms in $U/T$ then cancel.

`entropy_nonneg` bounds each weight by the total, which is one, so that its logarithm is nonpositive.

The main theorem collects these results. Its monotonicity part combines the tangent bound with `entropy_nonneg`. In the concavity part, `convex_Ioi` ensures that the intermediate temperature is positive, `h1` and `h2` are the two weighted tangent bounds, and the closing `linear_combination` uses $a+b=1$ to cancel the slope terms. The derivative is not used for either property; both rest on the tangent bound.

`entropy_monotone` compares the tangents at two temperatures. Equal temperatures are treated separately, because the last step cancels the factor $T'-T$, which must be positive.
